# For independent lattice vectors, $B = 2\pi A(A^TA)^{-1}$ has the shortest columns among all solutions of $A^TC = 2\pi I$

A slab has two lattice vectors $a_0, a_1$ in three-dimensional space, and the conditions $a_k\cdot c_j = 2\pi\delta_{kj}$ do not fix its reciprocal vectors $c_0, c_1$: any vector normal to the slab can be added to either. Completing the cell by a third vector and using the bulk cross-product formula picks one solution, but a third vector that is not normal to the slab tilts at least one of the $c_j$ out of the plane. The phases $e^{\mathrm{i}c_j\cdot R}$ at lattice points $R$ still equal one, while the lengths $|c_j|$ depend on the arbitrary third vector. For non-interacting electrons of mass $\mu$ moving freely in the plane, the energy $\hbar^2|c_j|^2/2\mu$ assigned to the plane wave with a tilted wave vector $c_j$ then comes out too large. For linearly independent lattice vectors the formula $B = 2\pi A(A^TA)^{-1}$ needs no third vector and gives the shortest solution in each column.

## Lattice matrix, metric tensor and duality

The columns $a_j$ of a real matrix $A$ are the lattice vectors. The finite type `m` indexes rows, the Cartesian components $i$, and the finite type `n` indexes columns; the same letters denote their sizes. A slab has $m=3$, $n=2$, a wire $n=1$, a bulk crystal $m=n$.

```lean
import Mathlib

open Matrix Real

namespace SlabReciprocalBasis

noncomputable section

variable {m n : Type*} [Fintype m] [Fintype n] [DecidableEq n]
```

The metric tensor $G = A^TA$ is the $n\times n$ matrix of scalar products $G_{kj} = a_k\cdot a_j$ in the Euclidean product of $\mathbb{R}^m$.

```lean
/-- The metric tensor `AᵀA` of the lattice vectors, which are the columns of `A`. -/
def metric (A : Matrix m n ℝ) : Matrix n n ℝ := Aᵀ * A
```

The candidate $B = 2\pi AG^{-1}$ has columns $b_j = 2\pi\sum_k a_k (G^{-1})_{kj}$, which lie in the span of the lattice vectors.

```lean
/-- The slab reciprocal basis `B = 2π A (AᵀA)⁻¹`; its columns are the reciprocal vectors. -/
def slabReciprocal (A : Matrix m n ℝ) : Matrix m n ℝ := (2 * π) • (A * (metric A)⁻¹)
```

A matrix $C$ with columns $c_j$ is dual to $A$ when $A^TC = 2\pi I$, with $I$ the $n\times n$ unit matrix. The factor $2\pi$ is the physicists' convention: $c_j$ is a wave vector, and the plane wave $e^{\mathrm{i}c_j\cdot r}$ in the position $r$ goes through one full period along $a_j$ and none along the other lattice vectors.

```lean
/-- The duality condition `AᵀC = 2π I`, that is `a_i · c_j = 2π δ_ij` for the columns. -/
def IsDual (A C : Matrix m n ℝ) : Prop := Aᵀ * C = (2 * π) • (1 : Matrix n n ℝ)
```

Lengths enter squared, $|c_j|^2 = \sum_i C_{ij}^2$.

```lean
/-- The squared Euclidean length of column `j` of `C`. -/
def colNormSq (C : Matrix m n ℝ) (j : n) : ℝ := (fun i => C i j) ⬝ᵥ (fun i => C i j)
```

The hypothesis `hA : Function.Injective A.mulVec` says that $x\mapsto Ax = \sum_j x_j a_j$ is injective, which is linear independence of the columns: the unit cell has nonzero length, area or volume. It is assumed for a general $A$. Mathlib sets the inverse of a singular matrix to zero, so for dependent columns `slabReciprocal A` is the zero matrix and has no meaning as a basis.

## (a) The metric tensor is invertible

*Show that independent columns of $A$ give $\det G\neq 0$.*

A square matrix has nonzero determinant exactly when it acts injectively. Let $Gx = Gy$ for $x, y\in\mathbb{R}^n$ and put $v = x-y$, so $Gv = 0$. Then
$$|Av|^2 = (Av)\cdot(Av) = v\cdot A^TAv = v\cdot Gv = 0 .$$
A real vector of zero length vanishes, so $Ax = Ay$, and independence gives $x=y$.

For a real number `IsUnit` means nonzero. The first `rw` turns the goal into injectivity of $G$; `h0` is $Gv=0$, `h1` is $|Av|^2 = v\cdot Gv$, and `dotProduct_self_eq_zero` yields $Av=0$.

```lean
/-- If the lattice vectors are linearly independent, the metric tensor has invertible
determinant. -/
theorem metric_det_isUnit (A : Matrix m n ℝ) (hA : Function.Injective A.mulVec) :
    IsUnit (metric A).det := by
  rw [← Matrix.isUnit_iff_isUnit_det, ← Matrix.mulVec_injective_iff_isUnit]
  intro x y hxy
  have h0 : metric A *ᵥ (x - y) = 0 := by
    rw [Matrix.mulVec_sub]
    exact sub_eq_zero.mpr hxy
  -- `vᵀ G v = |A v|²`
  have h1 : (A *ᵥ (x - y)) ⬝ᵥ (A *ᵥ (x - y)) = (x - y) ⬝ᵥ (metric A *ᵥ (x - y)) := by
    rw [metric, ← Matrix.mulVec_mulVec, Matrix.dotProduct_mulVec (x - y) Aᵀ,
      Matrix.vecMul_transpose]
  rw [h0, dotProduct_zero] at h1
  have h2 : A *ᵥ (x - y) = 0 := dotProduct_self_eq_zero.mp h1
  rw [Matrix.mulVec_sub] at h2
  exact hA (sub_eq_zero.mp h2)
```

## (b) $B$ is dual to the lattice vectors

*Show that $A^TB = 2\pi I$.*

$$A^TB = 2\pi\,A^TA\,G^{-1} = 2\pi\,GG^{-1} = 2\pi I ,$$
where $G^{-1}$ exists by (a). In Lean, `Matrix.mul_nonsing_inv` takes the determinant condition from (a) and returns $GG^{-1}=I$.

```lean
/-- For independent lattice vectors the slab reciprocal basis satisfies `AᵀB = 2π I`. -/
theorem slabReciprocal_isDual (A : Matrix m n ℝ) (hA : Function.Injective A.mulVec) :
    IsDual A (slabReciprocal A) := by
  have h : Aᵀ * A * (metric A)⁻¹ = 1 := Matrix.mul_nonsing_inv _ (metric_det_isUnit A hA)
  rw [IsDual, slabReciprocal, Matrix.mul_smul, ← Matrix.mul_assoc, h]
```

The following remarks concern the case $m>n$. Splitting $(A^TA)^{-1}$ into $A^{-1}(A^T)^{-1}$ reproduces the bulk formula $B = 2\pi(A^T)^{-1}$, but a rectangular $A$ has no inverse. Writing $AA^T$ for the metric gives an $m\times m$ matrix of rank $n$, which is singular. Likewise $BA^T$ is $2\pi$ times the projector onto the lattice span, not $2\pi$ times the unit matrix.

## (c) Any other dual matrix differs from $B$ by normal vectors

*For $C$ dual to $A$, show that $B^T(C-B) = 0$.*

Put $D = C-B$. Both $C$ and $B$ are dual, so $A^TD = 2\pi I - 2\pi I = 0$: every column of $D$ is normal to every lattice vector. Transposing the definition gives $B^T = 2\pi (G^{-1})^TA^T$, hence
$$B^TD = 2\pi (G^{-1})^T (A^TD) = 0 .$$

The two ingredients are `hD` and `hT`. The transpose on $G^{-1}$ is left standing, since the symmetry of $G$ plays no part.

```lean
/-- For any dual matrix `C`, the columns of `C - B` are orthogonal to all columns of the slab
reciprocal basis `B`. -/
theorem slabReciprocal_orthogonal (A C : Matrix m n ℝ) (hA : Function.Injective A.mulVec)
    (hC : IsDual A C) : (slabReciprocal A)ᵀ * (C - slabReciprocal A) = 0 := by
  have hB := slabReciprocal_isDual A hA
  -- the difference is normal to the lattice vectors
  have hD : Aᵀ * (C - slabReciprocal A) = 0 := by
    unfold IsDual at hB hC
    rw [Matrix.mul_sub, hB, hC, sub_self]
  have hT : (slabReciprocal A)ᵀ = (2 * π) • (((metric A)⁻¹)ᵀ * Aᵀ) := by
    rw [slabReciprocal, Matrix.transpose_smul, Matrix.transpose_mul]
  rw [hT, Matrix.smul_mul, Matrix.mul_assoc, hD, Matrix.mul_zero, smul_zero]
```

## (d) Pythagoras for each column

*For $C$ dual to $A$, show that $|c_j|^2 = |b_j|^2 + |c_j-b_j|^2$ for every $j$.*

The diagonal entry $(j,j)$ of (c) reads $\sum_i B_{ij}(C_{ij}-B_{ij}) = 0$. For each component,
$$C_{ij}^2 = B_{ij}^2 + (C_{ij}-B_{ij})^2 + 2B_{ij}(C_{ij}-B_{ij}) .$$
Summing over $i$ removes the last term and leaves the claim.

The double `congrFun` extracts the diagonal entry, and `h'` writes it as a sum. After `generalize`, $B$ is an arbitrary matrix with this one orthogonality property. In `key` the componentwise identity is proved by `ring` under the sum.

```lean
/-- For any dual matrix `C`, each column obeys `|c_j|² = |b_j|² + |c_j - b_j|²`. -/
theorem colNormSq_decomposition (A C : Matrix m n ℝ) (hA : Function.Injective A.mulVec)
    (hC : IsDual A C) (j : n) :
    colNormSq C j = colNormSq (slabReciprocal A) j + colNormSq (C - slabReciprocal A) j := by
  have h := congrFun (congrFun (slabReciprocal_orthogonal A C hA hC) j) j
  generalize slabReciprocal A = B at h ⊢
  have h' : ∑ i, B i j * (C i j - B i j) = 0 := by
    simpa only [Matrix.mul_apply, Matrix.transpose_apply, Matrix.sub_apply,
      Matrix.zero_apply] using h
  have key : ∑ i, C i j * C i j
      = ∑ i, B i j * B i j + ∑ i, (C i j - B i j) * (C i j - B i j)
        + 2 * ∑ i, B i j * (C i j - B i j) := by
    rw [Finset.mul_sum, ← Finset.sum_add_distrib, ← Finset.sum_add_distrib]
    exact Finset.sum_congr rfl fun i _ => by ring
  rw [h', mul_zero, add_zero] at key
  simpa only [colNormSq, dotProduct, Matrix.sub_apply] using key
```

## (e) $B$ is shortest, column by column

*Show that $B$ is dual to $A$, that every dual $C$ has $|b_j|^2\le|c_j|^2$ for every $j$, and that equality holds exactly when $c_j = b_j$.*

Duality is (b). The term $|c_j-b_j|^2$ in (d) is a sum of squares, so it is non-negative and $|b_j|^2\le|c_j|^2$. If the squared lengths agree, (d) forces $|c_j-b_j|^2=0$, so all components agree. Conversely, equal columns have equal squared lengths.

The statement quantifies over all real $m\times n$ matrices $C$ and all columns $j$, and equality of columns appears as `∀ i, C i j = slabReciprocal A i j`. The comparison is made at fixed $A$. It is not lattice reduction: another basis of the same lattice has another $B$, possibly with shorter columns, and the theorem does not compare the two. Lattices as sets of integer combinations do not appear, only their basis matrices. In the proof `hpos` is the non-negativity, and `linarith` combines it with (d) for the inequality and uses (d) with `he` for `h0`.

```lean
/-- For independent lattice vectors, `B = 2π A (AᵀA)⁻¹` satisfies `AᵀB = 2π I`, and every `C`
with `AᵀC = 2π I` has `|b_j|² ≤ |c_j|²` for each column, with equality exactly when
`c_j = b_j`. -/
theorem slabReciprocal_shortest (A : Matrix m n ℝ) (hA : Function.Injective A.mulVec) :
    IsDual A (slabReciprocal A) ∧
      ∀ C : Matrix m n ℝ, IsDual A C → ∀ j,
        colNormSq (slabReciprocal A) j ≤ colNormSq C j ∧
          (colNormSq C j = colNormSq (slabReciprocal A) j ↔
            ∀ i, C i j = slabReciprocal A i j) := by
  refine ⟨slabReciprocal_isDual A hA, fun C hC j => ?_⟩
  have h := colNormSq_decomposition A C hA hC j
  have hpos : 0 ≤ colNormSq (C - slabReciprocal A) j :=
    Finset.sum_nonneg fun i _ => mul_self_nonneg _
  refine ⟨by linarith, fun he i => ?_, fun he => ?_⟩
  · -- equality forces the normal component to vanish
    have h0 : colNormSq (C - slabReciprocal A) j = 0 := by linarith
    have h1 := congrFun (dotProduct_self_eq_zero.mp h0) i
    have h2 : C i j - slabReciprocal A i j = 0 := h1
    exact sub_eq_zero.mp h2
  · simp only [colNormSq, he]
```

An oblique slab shows the sizes involved; these numbers are an illustration that the Lean code does not contain. Take $a_0 = (1,0,0)$ and $a_1 = (1,1,1)$. Then
$$G = \begin{pmatrix}1&1\\1&3\end{pmatrix},\qquad G^{-1} = \frac12\begin{pmatrix}3&-1\\-1&1\end{pmatrix},$$
so $b_0 = 2\pi(\tfrac32a_0-\tfrac12a_1) = 2\pi(1,-\tfrac12,-\tfrac12)$ and $b_1 = 2\pi(-\tfrac12a_0+\tfrac12a_1) = 2\pi(0,\tfrac12,\tfrac12)$. Completing the cell with $(0,0,1)$, which is not normal to the slab, gives $c_0 = 2\pi(1,-1,0)$ and $c_1 = 2\pi(0,1,0)$. The differences $c_0-b_0$ and $c_1-b_1$ are $\mp2\pi(0,\tfrac12,-\tfrac12)$, along the normal. In units of $(2\pi)^2$, part (d) reads $2 = \tfrac32+\tfrac12$ for column $0$ and $1 = \tfrac12+\tfrac12$ for column $1$.

## (f) $B$ is the only dual matrix inside the lattice span

*Let $X$ be a real $n\times n$ matrix such that $AX$ is dual to $A$. Show that $AX = B$.*

A matrix has all its columns in the span of the $a_k$ exactly when it has the form $AX$, and the statement takes this form directly. Duality gives $GX = A^TAX = 2\pi I$. Multiplying by $G^{-1}$ from the left,
$$X = G^{-1}GX = 2\pi G^{-1},$$
and therefore $AX = 2\pi AG^{-1} = B$.

Here `h1` is $GX = 2\pi I$, and the `calc` block in `h2` solves for $X$.

```lean
/-- A dual matrix `A X`, whose columns lie in the span of the lattice vectors, is the slab
reciprocal basis. -/
theorem slabReciprocal_unique (A : Matrix m n ℝ) (X : Matrix n n ℝ)
    (hA : Function.Injective A.mulVec) (hX : IsDual A (A * X)) :
    A * X = slabReciprocal A := by
  have hG : (metric A)⁻¹ * metric A = 1 := Matrix.nonsing_inv_mul _ (metric_det_isUnit A hA)
  have h1 : metric A * X = (2 * π) • (1 : Matrix n n ℝ) := by
    rw [metric, Matrix.mul_assoc]
    exact hX
  have h2 : X = (2 * π) • (metric A)⁻¹ := by
    calc X = ((metric A)⁻¹ * metric A) * X := by rw [hG, Matrix.one_mul]
      _ = (metric A)⁻¹ * ((2 * π) • (1 : Matrix n n ℝ)) := by rw [Matrix.mul_assoc, h1]
      _ = (2 * π) • (metric A)⁻¹ := by rw [Matrix.mul_smul, Matrix.mul_one]
  rw [h2, slabReciprocal, Matrix.mul_smul]
```

## (g) The reciprocal metric times the direct metric

*Show that $(B^TB)\,G = (2\pi)^2 I$.*

Transposing (b) gives $B^TA = 2\pi I$. From the definition, $BG = 2\pi AG^{-1}G = 2\pi A$. Together,
$$B^TB\,G = B^T(2\pi A) = 2\pi\cdot 2\pi I .$$
The theorem is stated as this product, with `metric (slabReciprocal A)` for $B^TB$ and no inverse on the right-hand side; multiplying by $G^{-1}$ would give the familiar $b_k\cdot b_j = (2\pi)^2(G^{-1})_{kj}$. For the oblique slab, $|b_0|^2$, $b_0\cdot b_1$ and $|b_1|^2$ are $\tfrac32$, $-\tfrac12$ and $\tfrac12$ in units of $(2\pi)^2$, the entries of $G^{-1}$.

The steps are `hT`, `hBG` and the closing `rw`, where `smul_smul` collects the two factors $2\pi$.

```lean
/-- The product of the metric tensors of the slab reciprocal basis and of the lattice is
`(2π)² I`. -/
theorem metric_slabReciprocal_mul (A : Matrix m n ℝ) (hA : Function.Injective A.mulVec) :
    metric (slabReciprocal A) * metric A = ((2 * π) ^ 2) • (1 : Matrix n n ℝ) := by
  have hG : (metric A)⁻¹ * metric A = 1 := Matrix.nonsing_inv_mul _ (metric_det_isUnit A hA)
  have hB : Aᵀ * slabReciprocal A = (2 * π) • (1 : Matrix n n ℝ) := slabReciprocal_isDual A hA
  have hT : (slabReciprocal A)ᵀ * A = (2 * π) • (1 : Matrix n n ℝ) := by
    have h := congrArg Matrix.transpose hB
    rwa [Matrix.transpose_mul, Matrix.transpose_transpose, Matrix.transpose_smul,
      Matrix.transpose_one] at h
  -- `B G = 2π A`
  have hBG : slabReciprocal A * metric A = (2 * π) • A := by
    rw [slabReciprocal, Matrix.smul_mul, Matrix.mul_assoc, hG, Matrix.mul_one]
  have hm : metric (slabReciprocal A) = (slabReciprocal A)ᵀ * slabReciprocal A := rfl
  rw [hm, Matrix.mul_assoc, hBG, Matrix.mul_smul, hT, smul_smul, pow_two]
```

## (h) A square layer with a tilted dual pair

The square layer has $a_0 = (1,0,0)$ and $a_1 = (0,1,0)$, with unit lattice constant.

```lean
/-- The square planar lattice with unit vectors along `x` and `y` in three dimensions. -/
def squareLayer : Matrix (Fin 3) (Fin 2) ℝ := !![1, 0; 0, 1; 0, 0]
```

The tilted pair is $c_0 = (2\pi,0,1)$ and $c_1 = (0,2\pi,0)$.

```lean
/-- The pair of vectors `(2π, 0, 1)` and `(0, 2π, 0)`, the first tilted out of the plane. -/
def tiltedDual : Matrix (Fin 3) (Fin 2) ℝ := !![2 * π, 0; 0, 2 * π; 1, 0]
```

*Show that $a_0, a_1$ are independent, that the tilted pair is dual to them, and that $|c_0|^2 = (2\pi)^2+1$.*

Since $Ax = (x_0,x_1,0)$, the equation $Ax = Ay$ gives $x_0=y_0$ and $x_1=y_1$ from components $0$ and $1$. The four scalar products are $a_0\cdot c_0 = 2\pi$, $a_0\cdot c_1 = 0$, $a_1\cdot c_0 = 0$ and $a_1\cdot c_1 = 2\pi$. The squared length is $(2\pi)^2+0+1$. For comparison, $G=I$ here, so $b_0$ would be $(2\pi,0,0)$, and the extra $1$ is the square of the normal component of $c_0$.

The three bullets of the proof follow the three claims: `h0` and `h1` are the two components, `fin_cases` runs through the four entries of $A^TC$, and `ring` matches the expanded sum with $(2\pi)^2+1$.

```lean
/-- The square layer has independent lattice vectors, the tilted pair is dual to it, and the
first tilted vector has squared length `(2π)² + 1`. -/
theorem squareLayer_witness :
    Function.Injective squareLayer.mulVec ∧ IsDual squareLayer tiltedDual ∧
      colNormSq tiltedDual 0 = (2 * π) ^ 2 + 1 := by
  refine ⟨fun x y h => ?_, ?_, ?_⟩
  · have h0 := congrFun h 0
    have h1 := congrFun h 1
    simp [squareLayer, Matrix.mulVec, dotProduct, Fin.sum_univ_succ] at h0 h1
    ext i
    fin_cases i
    · exact h0
    · exact h1
  · unfold IsDual
    ext i j
    fin_cases i <;> fin_cases j <;>
      simp [squareLayer, tiltedDual, Matrix.mul_apply, Fin.sum_univ_succ]
  · simp [colNormSq, tiltedDual, dotProduct, Fin.sum_univ_succ]
    ring

end

end SlabReciprocalBasis
```

```lean
#print axioms SlabReciprocalBasis.slabReciprocal_shortest
-- 'SlabReciprocalBasis.slabReciprocal_shortest' depends on axioms: [propext, Classical.choice, Quot.sound]
#print axioms SlabReciprocalBasis.slabReciprocal_unique
-- 'SlabReciprocalBasis.slabReciprocal_unique' depends on axioms: [propext, Classical.choice, Quot.sound]
#print axioms SlabReciprocalBasis.metric_slabReciprocal_mul
-- 'SlabReciprocalBasis.metric_slabReciprocal_mul' depends on axioms: [propext, Classical.choice, Quot.sound]
```
